# Stieltjes inversion for a finite Lehmann sum: spectral weight in a window as the broadening vanishes

Exact diagonalisation of a finite system in a finite basis gives a one-particle Green's function with finitely many real poles, the addition and removal energies. Its spectral function is a sum of delta peaks, which can be plotted by evaluating the Green's function a distance $\eta > 0$ above the real axis. This smears each peak and gives it tails at all energies, and the question is whether the area in an energy window returns the weight of the poles in that window as $\eta \to 0^+$. The inversion formula of Stieltjes recovers a general measure, continuous part included, from its transform; the measure below is a finite sum of point masses.

## Model

The poles are labelled by $k$ in a finite type `ι`, which may have one element or none.

```lean
import Mathlib

open Filter Topology

namespace StieltjesInversion

noncomputable section

variable {ι : Type*} [Fintype ι]
```

Pole $k$ has real energy $e_k$ (`e k`) and real residue $w_k$ (`w k`). For complex $z$,
$$G(z) = \sum_k \frac{w_k}{z - e_k}.$$
This form is the definition and is not derived from a Hamiltonian. Energies may coincide, and the residues need neither be positive nor sum to one; complex residues are not covered.

```lean
/-- Green's function in Lehmann form, `G(z) = ∑ₖ wₖ / (z - eₖ)`, with real poles `eₖ`
and real residues `wₖ`. -/
def green (e w : ι → ℝ) (z : ℂ) : ℂ := ∑ k, (w k : ℂ) / (z - (e k : ℂ))
```

For real energy $x$ the broadened spectral function is $A_\eta(x) = -\frac1\pi \operatorname{Im} G(x + i\eta)$, the retarded convention.

```lean
/-- Broadened spectral function `A_η(x) = -(1/π) Im G(x + iη)`. -/
def spectral (e w : ι → ℝ) (η x : ℝ) : ℝ :=
  -(1 / Real.pi) * (green e w ((x : ℂ) + (η : ℂ) * Complex.I)).im
```

The weight between energies $a$ and $b$ is the oriented integral $W_\eta(a,b) = \int_a^b A_\eta(x)\,dx$. In `windowWeight e w a b η` the broadening is the last argument, so `windowWeight e w a b` is the function $\eta \mapsto W_\eta(a,b)$.

```lean
/-- Broadened spectral weight in the energy window from `a` to `b`. -/
def windowWeight (e w : ι → ℝ) (a b η : ℝ) : ℝ := ∫ x in a..b, spectral e w η x
```

## Finite broadening

For one pole,
$$\frac{w_k}{x - e_k + i\eta} = w_k\,\frac{x - e_k - i\eta}{(x-e_k)^2 + \eta^2},$$
and therefore
$$A_\eta(x) = \sum_k \frac{w_k}{\pi}\,\frac{\eta}{(x-e_k)^2+\eta^2},$$
a sum of Lorentzians of half-width $\eta$. In the proof `hn` computes the squared modulus of the denominator and `Complex.div_im` extracts the imaginary part of the quotient.

```lean
/-- For `η > 0` the broadened spectral function is a sum of Lorentzians of half-width `η`
centred at the poles and weighted by the residues. -/
theorem spectral_eq_lorentzians (e w : ι → ℝ) {η : ℝ} (hη : 0 < η) (x : ℝ) :
    spectral e w η x = ∑ k, w k * (η / ((x - e k) ^ 2 + η ^ 2)) / Real.pi := by
  unfold spectral green
  rw [Complex.im_sum, Finset.mul_sum]
  refine Finset.sum_congr rfl fun k _ => ?_
  have hn : Complex.normSq ((x : ℂ) + (η : ℂ) * Complex.I - (e k : ℂ))
      = (x - e k) ^ 2 + η ^ 2 := by
    have h1 : ((x : ℂ) + (η : ℂ) * Complex.I - (e k : ℂ)).re = x - e k := by simp
    have h2 : ((x : ℂ) + (η : ℂ) * Complex.I - (e k : ℂ)).im = η := by simp
    rw [Complex.normSq_apply, h1, h2]
    ring
  have h2 : ((x : ℂ) + (η : ℂ) * Complex.I - (e k : ℂ)).im = η := by simp
  have hd : (x - e k) ^ 2 + η ^ 2 ≠ 0 := by positivity
  have hp := Real.pi_ne_zero
  rw [Complex.div_im, hn, h2, Complex.ofReal_im, Complex.ofReal_re, zero_mul, zero_div,
    zero_sub]
  field_simp
```

The chain rule gives
$$\frac{d}{dx}\arctan\frac{x-e_k}{\eta} = \frac{1/\eta}{1 + (x-e_k)^2/\eta^2} = \frac{\eta}{(x-e_k)^2+\eta^2},$$
so $\frac1\pi\sum_k w_k \arctan\frac{x-e_k}{\eta}$ is an antiderivative of $A_\eta$. Here `h1` is the inner derivative $1/\eta$, `h1.arctan` applies the chain rule, and `h3` rewrites the denominator.

```lean
/-- For `η > 0` the function `(1/π) ∑ₖ wₖ arctan((x - eₖ)/η)` is an antiderivative of the
broadened spectral function. -/
theorem hasDerivAt_arctan_sum (e w : ι → ℝ) {η : ℝ} (hη : 0 < η) (x : ℝ) :
    HasDerivAt (fun y => ∑ k, w k * Real.arctan ((y - e k) / η) / Real.pi)
      (spectral e w η x) x := by
  rw [spectral_eq_lorentzians e w hη]
  refine HasDerivAt.fun_sum fun k _ => ?_
  have h1 : HasDerivAt (fun y : ℝ => (y - e k) / η) (1 / η) x :=
    ((hasDerivAt_id x).sub_const (e k)).div_const η
  have h2 : HasDerivAt (fun y : ℝ => Real.arctan ((y - e k) / η))
      (η / ((x - e k) ^ 2 + η ^ 2)) x := by
    refine h1.arctan.congr_deriv ?_
    have hne := hη.ne'
    have hd : (x - e k) ^ 2 + η ^ 2 ≠ 0 := by positivity
    have h3 : 1 + ((x - e k) / η) ^ 2 = ((x - e k) ^ 2 + η ^ 2) / η ^ 2 := by
      rw [div_pow, add_div, div_self (pow_ne_zero 2 hne), add_comm]
    rw [h3]
    field_simp
  exact (h2.const_mul (w k)).div_const Real.pi
```

No denominator vanishes for $\eta > 0$, so $A_\eta$ is continuous (`hc`) and integrable on the window. The fundamental theorem of calculus, `intervalIntegral.integral_eq_sub_of_hasDerivAt`, then gives for all real $a$, $b$
$$W_\eta(a,b) = \frac1\pi\sum_k w_k\left[\arctan\frac{b-e_k}{\eta} - \arctan\frac{a-e_k}{\eta}\right].$$

```lean
/-- Closed form of the window weight at finite broadening `η > 0`: each pole contributes
its residue times a difference of arctangents over `π`. -/
theorem windowWeight_eq (e w : ι → ℝ) (a b : ℝ) {η : ℝ} (hη : 0 < η) :
    windowWeight e w a b η = ∑ k, w k *
      (Real.arctan ((b - e k) / η) / Real.pi - Real.arctan ((a - e k) / η) / Real.pi) := by
  -- continuity of the Lorentzians gives integrability on the window
  have hc : Continuous (spectral e w η) := by
    have : spectral e w η = fun x => ∑ k, w k * (η / ((x - e k) ^ 2 + η ^ 2)) / Real.pi :=
      funext (spectral_eq_lorentzians e w hη)
    rw [this]
    refine continuous_finsetSum _ fun k _ => ?_
    refine (continuous_const.mul ?_).div_const _
    exact continuous_const.div (by fun_prop) (fun x => by positivity)
  unfold windowWeight
  rw [intervalIntegral.integral_eq_sub_of_hasDerivAt
    (fun x _ => hasDerivAt_arctan_sum e w hη x) (hc.intervalIntegrable a b),
    ← Finset.sum_sub_distrib]
  exact Finset.sum_congr rfl fun k _ => by ring
```

## The limit

For real $c > 0$ the ratio $c/\eta$ grows without bound as $\eta \to 0^+$, so $\arctan(c/\eta) \to \pi/2$; this is `pos`. For $c < 0$ oddness of the arctangent gives $-\pi/2$, and for $c = 0$ the function is constantly zero. In all cases $\frac1\pi\arctan(c/\eta) \to \frac12\operatorname{sign} c$, where `Real.sign` takes the value $0$ at $0$. The filter `𝓝[>] 0` expresses approach to zero through positive $\eta$.

```lean
/-- As `η → 0⁺`, `arctan(c/η)/π` tends to half the sign of `c`. -/
theorem arctan_tendsto_sign (c : ℝ) :
    Tendsto (fun η : ℝ => Real.arctan (c / η) / Real.pi) (𝓝[>] 0) (𝓝 (Real.sign c / 2)) := by
  have hp := Real.pi_ne_zero
  have pos : ∀ d : ℝ, 0 < d →
      Tendsto (fun η : ℝ => Real.arctan (d / η) / Real.pi) (𝓝[>] 0) (𝓝 (1 / 2)) := by
    intro d hd
    have h0 : Tendsto (fun η : ℝ => η⁻¹) (𝓝[>] 0) atTop := tendsto_inv_nhdsGT_zero
    have h1 : Tendsto (fun η : ℝ => d / η) (𝓝[>] 0) atTop := by
      simpa only [div_eq_mul_inv] using h0.const_mul_atTop hd
    have h2 : Tendsto Real.arctan atTop (𝓝 (Real.pi / 2)) :=
      Real.tendsto_arctan_atTop.mono_right nhdsWithin_le_nhds
    have h3 := (h2.comp h1).div_const Real.pi
    have h4 : Real.pi / 2 / Real.pi = 1 / 2 := by field_simp
    rw [h4] at h3
    exact h3
  rcases lt_trichotomy c 0 with h | h | h
  · -- arctan is odd
    have h1 := (pos (-c) (neg_pos.mpr h)).neg
    rw [Real.sign_of_neg h, neg_div]
    refine h1.congr fun η => ?_
    rw [neg_div, Real.arctan_neg, neg_div, neg_neg]
  · subst h
    simp
  · rw [Real.sign_of_pos h]
    exact pos c h
```

The sum is finite, so the limit is taken term by term, with $c = b - e_k$ and $c = a - e_k$:
$$W_\eta(a,b) \to \sum_k w_k\,\frac{\operatorname{sign}(b-e_k) - \operatorname{sign}(a-e_k)}{2}.$$
No condition on $a$ and $b$ enters. The step `congr'` replaces the closed form by $W_\eta$, as the two agree for every positive $\eta$.

```lean
/-- For arbitrary endpoints the window weight tends, as `η → 0⁺`, to
`∑ₖ wₖ (sign(b - eₖ) - sign(a - eₖ)) / 2`. -/
theorem windowWeight_tendsto_sign (e w : ι → ℝ) (a b : ℝ) :
    Tendsto (windowWeight e w a b) (𝓝[>] 0)
      (𝓝 (∑ k, w k * (Real.sign (b - e k) / 2 - Real.sign (a - e k) / 2))) := by
  have h := tendsto_finsetSum (Finset.univ : Finset ι) fun k _ =>
    ((arctan_tendsto_sign (b - e k)).sub (arctan_tendsto_sign (a - e k))).const_mul (w k)
  refine h.congr' ?_
  filter_upwards [self_mem_nhdsWithin] with η hη
  exact (windowWeight_eq e w a b hη).symm
```

Now let $a < b$. The pair of signs $(\operatorname{sign}(b-e_k), \operatorname{sign}(a-e_k))$ is $(1,1)$ for $e_k < a$, $(1,0)$ for $e_k = a$, $(1,-1)$ for $a < e_k < b$, $(0,-1)$ for $e_k = b$ and $(-1,-1)$ for $e_k > b$. The factor is $0, \frac12, 1, \frac12, 0$ in turn, and
$$W_\eta(a,b) \to \sum_{a<e_k<b} w_k + \frac12\sum_{e_k \in \{a,b\}} w_k .$$
The two nested uses of `lt_trichotomy` produce these five cases, and each `Finset.univ.filter` selects the indices $k$ of one sum.

```lean
/-- Stieltjes inversion for a finite Lehmann sum, with poles allowed at the endpoints: for `a < b` the limit counts
poles inside the window with full residue and poles at `a` or `b` with half residue. -/
theorem stieltjes_inversion_endpoints (e w : ι → ℝ) {a b : ℝ} (hab : a < b) :
    Tendsto (windowWeight e w a b) (𝓝[>] 0)
      (𝓝 (∑ k ∈ Finset.univ.filter (fun k => a < e k ∧ e k < b), w k
        + (1 / 2) * ∑ k ∈ Finset.univ.filter (fun k => e k = a ∨ e k = b), w k)) := by
  have h := windowWeight_tendsto_sign e w a b
  convert h using 2
  rw [Finset.sum_filter, Finset.sum_filter, Finset.mul_sum, ← Finset.sum_add_distrib]
  refine Finset.sum_congr rfl fun k _ => ?_
  -- position of the pole relative to the two endpoints
  rcases lt_trichotomy (e k) a with h1 | h1 | h1
  · rw [if_neg (fun h => by linarith [h.1]),
      if_neg (fun h => by rcases h with h | h <;> linarith),
      Real.sign_of_pos (show 0 < b - e k by linarith),
      Real.sign_of_pos (show 0 < a - e k by linarith)]
    ring
  · rw [if_neg (fun h => by linarith [h.1]), if_pos (Or.inl h1),
      Real.sign_of_pos (show 0 < b - e k by linarith),
      show a - e k = 0 by linarith, Real.sign_zero]
    ring
  · rw [Real.sign_of_neg (show a - e k < 0 by linarith)]
    rcases lt_trichotomy (e k) b with h2 | h2 | h2
    · rw [if_pos ⟨h1, h2⟩, if_neg (fun h => by rcases h with h | h <;> linarith),
        Real.sign_of_pos (show 0 < b - e k by linarith)]
      ring
    · rw [if_neg (fun h => by linarith [h.2]), if_pos (Or.inr h2),
        show b - e k = 0 by linarith, Real.sign_zero]
      ring
    · rw [if_neg (fun h => by linarith [h.2]),
        if_neg (fun h => by rcases h with h | h <;> linarith),
        Real.sign_of_neg (show b - e k < 0 by linarith)]
      ring
```

The main theorem adds the hypotheses `ha` and `hb`, that no pole lies at $a$ or at $b$. The second sum is then empty (`h0`), and
$$\lim_{\eta\to0^+}\int_a^b -\frac1\pi\operatorname{Im}G(x+i\eta)\,dx = \sum_{a<e_k<b} w_k .$$
For a system with finitely many poles, the area under a spectral function or density of states broadened by Lorentzians of common half-width $\eta$ thus tends to the total residue in a window whose edges are not poles. The poles and the window stay fixed while $\eta$ shrinks, so the statement does not treat the infinite-size limit, where poles can become dense before $\eta$ is removed. It asserts the limit and states no rate.

```lean
/-- Stieltjes inversion for a finite Lehmann sum: if `a < b` and neither endpoint is a pole, the integral of
`-(1/π) Im G(x + iη)` over `[a, b]` tends, as `η → 0⁺`, to the sum of the residues of the
poles with `a < eₖ < b`. -/
theorem stieltjes_inversion (e w : ι → ℝ) {a b : ℝ} (hab : a < b)
    (ha : ∀ k, e k ≠ a) (hb : ∀ k, e k ≠ b) :
    Tendsto (windowWeight e w a b) (𝓝[>] 0)
      (𝓝 (∑ k ∈ Finset.univ.filter (fun k => a < e k ∧ e k < b), w k)) := by
  have h := stieltjes_inversion_endpoints e w hab
  have h0 : ∑ k ∈ Finset.univ.filter (fun k => e k = a ∨ e k = b), w k = 0 := by
    refine Finset.sum_eq_zero fun k hk => ?_
    rcases (Finset.mem_filter.mp hk).2 with h | h
    · exact absurd h (ha k)
    · exact absurd h (hb k)
  rwa [h0, mul_zero, add_zero] at h
```

With a single pole of unit residue at energy $0$ and the window from $0$ to $1$, the open-window sum is $0$, while the signs give $(1 - 0)/2 = \frac12$. Limits along `𝓝[>] 0` are unique (`tendsto_nhds_unique`), so the weight does not tend to $0$, and the conclusion of the main theorem does not hold in this example, where its hypothesis `ha` is violated.

```lean
/-- For a single pole of unit residue at energy `0`, the weight in the window from `0` to `1`
tends to `1/2` as `η → 0⁺` and not to `0`. -/
theorem endpoint_pole_half_weight :
    Tendsto (windowWeight (fun _ : Unit => 0) (fun _ => 1) 0 1) (𝓝[>] 0) (𝓝 (1 / 2)) ∧
    ¬ Tendsto (windowWeight (fun _ : Unit => 0) (fun _ => 1) 0 1) (𝓝[>] 0) (𝓝 0) := by
  have h := windowWeight_tendsto_sign (fun _ : Unit => (0 : ℝ)) (fun _ => 1) 0 1
  have hv : (∑ _k : Unit, (1 : ℝ) * (Real.sign (1 - 0) / 2 - Real.sign (0 - 0) / 2))
      = 1 / 2 := by
    simp [Real.sign_one, Real.sign_zero]
  rw [hv] at h
  refine ⟨h, fun h0 => ?_⟩
  have := tendsto_nhds_unique h h0
  norm_num at this

end

end StieltjesInversion
```

```lean
#print axioms StieltjesInversion.stieltjes_inversion_endpoints
#print axioms StieltjesInversion.stieltjes_inversion
#print axioms StieltjesInversion.endpoint_pole_half_weight
```

```
'StieltjesInversion.stieltjes_inversion_endpoints' depends on axioms: [propext, Classical.choice, Quot.sound]
'StieltjesInversion.stieltjes_inversion' depends on axioms: [propext, Classical.choice, Quot.sound]
'StieltjesInversion.endpoint_pole_half_weight' depends on axioms: [propext, Classical.choice, Quot.sound]
```

## In a calculation

The remarks below are read off the closed form by hand and were not put through Lean. A code that holds the lists $e_k$ and $w_k$ can evaluate the arctangent sum directly, whereas quadrature of $A_\eta$ must resolve peaks of half-width $\eta$ wherever a pole lies in or near the window. For a pole inside the window at distances $d_a = e_k - a$ and $d_b = b - e_k$ from the edges, the identity $\arctan(d/\eta) = \pi/2 - \arctan(\eta/d)$ for $d > 0$ shows that the fraction $[\arctan(\eta/d_a) + \arctan(\eta/d_b)]/\pi$ of its residue falls outside, about $\eta(1/d_a + 1/d_b)/\pi$ when $\eta$ is small against both distances.

The same limits of the arctangent apply when $\eta$ is fixed and $a \to -\infty$, $b \to +\infty$: each bracket tends to $\pi$, so the area over the whole line is $\sum_k w_k$ at every $\eta > 0$.
